# Epstein-Nesbet second order is not a lower bound: a three-state counter-example

Take three basis states numbered $0,1,2$, with state $0$ as reference, and the Hamiltonian

$$H=\begin{pmatrix}0&1&1\\1&3&-2\\1&-2&3\end{pmatrix}.$$

The energy through Epstein-Nesbet second order is $E_2=0+\frac{1^2}{0-3}+\frac{1^2}{0-3}=-\frac23$. Multiplying out, $H(-2,1,1)=(2,-1,-1)=-(-2,1,1)$, so $-1$ is an eigenvalue, and it lies below $E_2$. The normalised eigenvector $(-2,1,1)/\sqrt6$ has weight $2/3$ on the reference. The reference couples only to the combination $(0,1,1)/\sqrt2$, whose energy the element $H_{12}=-2$ lowers from $3$ to $1$. The formula for $E_2$ contains no $H_{12}$ and keeps both denominators at $0-3=-3$.

## The bound and its condition

Let $H$ be a real matrix on a finite basis, $r$ the reference state, and

$$E_2=H_{rr}+S,\qquad S=\sum_{k\ne r}\frac{H_{rk}^2}{H_{rr}-H_{kk}}.$$

A number $E$ is called a lower bound if $E\,\langle x,x\rangle\le\langle x,Hx\rangle$ for every real vector $x$. Three statements are proved.

1. If $H$ is symmetric, $H_{rr}<H_{kk}$ for all $k\neq r$, and the excited states are not coupled to each other, then $E_2$ is a lower bound, for any finite basis.
2. For the family
$$H(d,c)=\begin{pmatrix}0&1&1\\1&d&-c\\1&-c&d\end{pmatrix}$$
with excitation energy $d>0$ and coupling $-c$ between the excited states, $E_2$ is a lower bound exactly when $-(d+2/d)\le c\le 2/d$.
3. For $H(3,2)$, the matrix above, $E_2=-2/3$ is not a lower bound, while $-1$ is both a lower bound and an eigenvalue.

With one or two basis states there is no pair of distinct excited states, so the coupling condition of statement 1 is empty; among symmetric matrices with positive gaps, a failure needs at least three states.

## Where a code relies on it

Some selected configuration interaction codes use terms of this form both to rank external determinants and to correct the variational energy; others use them only for the correction. A code that treats the variational and the corrected energy as an interval containing the exact ground energy, in a stopping test or a reported error bar, assumes that the corrected energy is a lower bound. When the reference is a single basis state, the corrected energy is $E_2$, and the matrix above shows that symmetry and positive gaps do not suffice for that.

## Derivation

An eigenvalue cannot lie below a lower bound. If $Hx=\mu x$ with $x\ne0$, the defining inequality reads $E\langle x,x\rangle\le\mu\langle x,x\rangle$, and division by $\langle x,x\rangle>0$ gives $E\le\mu$.

For statement 1, symmetry and the diagonal excited block give

$$\langle x,Hx\rangle=H_{rr}x_r^2+\sum_{k\ne r}\left(2H_{rk}x_rx_k+H_{kk}x_k^2\right).$$

For one excited state put $a=H_{rr}$, $b=H_{kk}$, $h=H_{rk}$, $y=x_r$, $z=x_k$ and $q=h/(a-b)$. Expanding the square shows

$$2hyz+bz^2-az^2-\frac{h^2}{a-b}\,y^2=(b-a)(z-qy)^2\ge0 .$$

Summing over $k$, with $N=\sum_{k\ne r}x_k^2$, gives $\langle x,Hx\rangle\ge H_{rr}(x_r^2+N)+Sx_r^2$. Since $E_2\langle x,x\rangle=(H_{rr}+S)(x_r^2+N)$, the difference obeys $\langle x,Hx\rangle-E_2\langle x,x\rangle\ge-SN$. Every denominator in $S$ is negative, so $S\le0$ and $-SN\ge0$.

For statement 2, $E_2=-1/d-1/d=-e$ with $e=2/d$, independent of $c$. Put $s=x_1+x_2$ and $t=x_1-x_2$, so that $x_1^2+x_2^2=(s^2+t^2)/2$ and $x_1x_2=(s^2-t^2)/4$. Then

$$\langle x,(H+e)x\rangle=ex_0^2+2x_0s+\tfrac12(d-c+e)s^2+\tfrac12(d+c+e)t^2 .$$

Because $de=2$, one has $ex_0^2+2x_0s=e(x_0+ds/2)^2-ds^2/2$, and therefore

$$\langle x,(H+e)x\rangle=e\left(x_0+\tfrac{ds}{2}\right)^2+\tfrac12(e-c)s^2+\tfrac12(d+e+c)t^2 .$$

If $e-c\ge0$ and $d+e+c\ge0$, the right side is non-negative. Conversely, $x=(0,1,-1)$ leaves only $2(d+e+c)$ and $x=(-d,1,1)$ leaves only $2(e-c)$, so both conditions are necessary. For $d=3$ the window is $-11/3\le c\le2/3$, and $c=2$ is outside it.

For statement 3, expansion gives $\langle x,(H+1)x\rangle=(x_0+x_1+x_2)^2+3(x_1-x_2)^2\ge0$, so $-1$ is a lower bound. Being also an eigenvalue, it is the lowest one. If $E_2$ were a lower bound, it would satisfy $-2/3\le-1$, which is false.

## The Lean file

`enEnergy H r` is $E_2$, with `univ.erase r` the set of excited states. `IsEnergyLowerBound H E` is the inequality above for unnormalised vectors `x : n → ℝ`, and `model d c` is $H(d,c)$ on `Fin 3` with reference `0`.

```lean
import Mathlib

open Matrix Finset

namespace EpsteinNesbetBound

noncomputable section

variable {n : Type*} [Fintype n] [DecidableEq n]

/-- Energy through Epstein-Nesbet second order for the reference state `r`:
`H_rr + ∑_{k ≠ r} H_rk² / (H_rr - H_kk)`. -/
def enEnergy (H : Matrix n n ℝ) (r : n) : ℝ :=
  H r r + ∑ k ∈ univ.erase r, H r k ^ 2 / (H r r - H k k)

/-- `E` is a lower bound to the energy of every state: `E ⟨x,x⟩ ≤ ⟨x,Hx⟩` for all `x`. -/
def IsEnergyLowerBound (H : Matrix n n ℝ) (E : ℝ) : Prop :=
  ∀ x : n → ℝ, E * (x ⬝ᵥ x) ≤ x ⬝ᵥ H *ᵥ x

/-- Three-state Hamiltonian: a reference of energy `0` coupled with strength `1` to two
excited states of energy `d`, which are coupled to each other by `-c`. -/
def model (d c : ℝ) : Matrix (Fin 3) (Fin 3) ℝ :=
  !![0, 1, 1; 1, d, -c; 1, -c, d]

omit [DecidableEq n] in
/-- A lower bound to the energy lies at or below every eigenvalue. -/
theorem IsEnergyLowerBound.le_eigenvalue {H : Matrix n n ℝ} {E μ : ℝ} {x : n → ℝ}
    (hE : IsEnergyLowerBound H E) (hx : x ≠ 0) (hμ : H *ᵥ x = μ • x) : E ≤ μ := by
  have h0 : 0 ≤ x ⬝ᵥ x := Finset.sum_nonneg fun i _ => mul_self_nonneg (x i)
  have h1 : x ⬝ᵥ x ≠ 0 := fun h => hx (dotProduct_self_eq_zero.mp h)
  have h2 := hE x
  rw [hμ, dotProduct_smul, smul_eq_mul] at h2
  exact le_of_mul_le_mul_right h2 (lt_of_le_of_ne h0 h1.symm)

/-- Completing the square for one excited state of energy `b` above a reference of energy
`a`, with coupling `h` and amplitudes `y` (reference) and `z` (excited state). -/
theorem pair_bound {a b : ℝ} (hab : a < b) (h y z : ℝ) :
    h ^ 2 / (a - b) * (y * y) + a * (z * z) ≤ 2 * h * y * z + b * (z * z) := by
  have hne : a - b ≠ 0 := sub_ne_zero.mpr hab.ne
  obtain ⟨q, rfl⟩ : ∃ q, h = q * (a - b) := ⟨h / (a - b), (div_mul_cancel₀ h hne).symm⟩
  have hq : (q * (a - b)) ^ 2 / (a - b) = q ^ 2 * (a - b) := by
    rw [div_eq_iff hne]; ring
  rw [hq]
  nlinarith [mul_nonneg (sub_pos.mpr hab).le (sq_nonneg (z - q * y))]

/-- For symmetric `H`, if the reference has the strictly lowest diagonal energy and the
excited states are not coupled to each other, the Epstein-Nesbet second-order energy is a
lower bound to the energy. -/
theorem enEnergy_lowerBound_of_uncoupled (H : Matrix n n ℝ) (r : n) (hs : H.IsSymm)
    (hgap : ∀ k, k ≠ r → H r r < H k k)
    (hdiag : ∀ k j, k ≠ r → j ≠ r → j ≠ k → H k j = 0) :
    IsEnergyLowerBound H (enEnergy H r) := by
  intro x
  -- rows of `H x`
  have hrowk : ∀ k, k ≠ r → (H *ᵥ x) k = H r k * x r + H k k * x k := by
    intro k hk
    have h1 : ∑ j, H k j * x j = H k r * x r + H k k * x k :=
      Finset.sum_eq_add_of_mem r k (mem_univ _) (mem_univ _) hk.symm
        (fun j _ hj => by rw [hdiag k j hk hj.1 hj.2, zero_mul])
    rw [← hs.apply r k]
    exact h1
  have hrowr : (H *ᵥ x) r = H r r * x r + ∑ k ∈ univ.erase r, H r k * x k :=
    (Finset.add_sum_erase univ (fun j => H r j * x j) (mem_univ r)).symm
  have hform : x ⬝ᵥ H *ᵥ x = H r r * (x r * x r) +
      ∑ k ∈ univ.erase r, (2 * H r k * x r * x k + H k k * (x k * x k)) := by
    have h1 : x ⬝ᵥ H *ᵥ x = x r * (H *ᵥ x) r + ∑ k ∈ univ.erase r, x k * (H *ᵥ x) k :=
      (Finset.add_sum_erase univ (fun j => x j * (H *ᵥ x) j) (mem_univ r)).symm
    rw [h1, hrowr, mul_add, Finset.mul_sum, add_assoc, ← Finset.sum_add_distrib]
    congr 1
    · ring
    · refine Finset.sum_congr rfl fun k hk => ?_
      rw [hrowk k (Finset.ne_of_mem_erase hk)]
      ring
  have hnorm : x ⬝ᵥ x = x r * x r + ∑ k ∈ univ.erase r, x k * x k :=
    (Finset.add_sum_erase univ (fun j => x j * x j) (mem_univ r)).symm
  -- complete the square in each excited amplitude
  have hsum : (∑ k ∈ univ.erase r, H r k ^ 2 / (H r r - H k k)) * (x r * x r) +
      H r r * ∑ k ∈ univ.erase r, x k * x k ≤
      ∑ k ∈ univ.erase r, (2 * H r k * x r * x k + H k k * (x k * x k)) := by
    rw [Finset.sum_mul, Finset.mul_sum, ← Finset.sum_add_distrib]
    exact Finset.sum_le_sum fun k hk =>
      pair_bound (hgap k (Finset.ne_of_mem_erase hk)) _ _ _
  -- the second-order correction is not positive
  have hS : ∑ k ∈ univ.erase r, H r k ^ 2 / (H r r - H k k) ≤ 0 :=
    Finset.sum_nonpos fun k hk => div_nonpos_of_nonneg_of_nonpos (sq_nonneg _)
      (sub_neg.mpr (hgap k (Finset.ne_of_mem_erase hk))).le
  have hN : 0 ≤ ∑ k ∈ univ.erase r, x k * x k :=
    Finset.sum_nonneg fun k _ => mul_self_nonneg _
  rw [hform, hnorm, enEnergy]
  nlinarith [mul_nonneg (neg_nonneg.mpr hS) hN]

/-- The model with `d = 3`, `c = 0` is symmetric, has its lowest diagonal energy at the
reference, and has uncoupled excited states. -/
theorem uncoupled_witness :
    (model 3 0).IsSymm ∧ (∀ k, k ≠ 0 → model 3 0 0 0 < model 3 0 k k) ∧
      ∀ k j, k ≠ 0 → j ≠ 0 → j ≠ k → model 3 0 k j = 0 := by
  refine ⟨?_, ?_, ?_⟩
  · ext i j
    fin_cases i <;> fin_cases j <;> simp [model]
  · intro k hk
    fin_cases k <;> simp [model] at hk ⊢
  · intro k j hk hj hjk
    fin_cases k <;> fin_cases j <;> simp [model] at hk hj hjk ⊢

/-- For `d ≠ 0` the second-order energy `E₂` of the model obeys `d E₂ = -2`, whatever the
coupling `c` between the excited states. -/
theorem enEnergy_model {d : ℝ} (hd : d ≠ 0) (c : ℝ) : d * enEnergy (model d c) 0 = -2 := by
  have hset : (univ.erase 0 : Finset (Fin 3)) = {1, 2} := by decide
  have hval : enEnergy (model d c) 0 = -d⁻¹ + -d⁻¹ := by
    rw [enEnergy, hset, Finset.sum_pair (by decide)]
    simp [model, div_neg]
  rw [hval]
  linear_combination (-2) * mul_inv_cancel₀ hd

/-- For `d > 0` the second-order energy of the model is a lower bound to the energy exactly
when `-(d + 2/d) ≤ c ≤ 2/d`. -/
theorem model_lowerBound_iff {d : ℝ} (hd : 0 < d) (c : ℝ) :
    IsEnergyLowerBound (model d c) (enEnergy (model d c) 0) ↔
      -(d + 2 / d) ≤ c ∧ c ≤ 2 / d := by
  have hed : d * (2 / d) = 2 := mul_div_cancel₀ 2 hd.ne'
  have hpos : 0 < 2 / d := by positivity
  have hE : enEnergy (model d c) 0 = -(2 / d) := by
    apply mul_left_cancel₀ hd.ne'
    rw [enEnergy_model hd.ne']
    linarith
  rw [hE]
  generalize 2 / d = e at hed hpos
  -- sum of squares in the symmetric and antisymmetric excited amplitudes
  have key : ∀ x : Fin 3 → ℝ, x ⬝ᵥ model d c *ᵥ x - -e * (x ⬝ᵥ x) =
      e * (x 0 + d * (x 1 + x 2) / 2) ^ 2 + (e - c) * (x 1 + x 2) ^ 2 / 2 +
        (d + e + c) * (x 1 - x 2) ^ 2 / 2 := by
    intro x
    simp [model, dotProduct, Matrix.mulVec, Fin.sum_univ_three]
    linear_combination (-(x 0 * (x 1 + x 2)) - d * (x 1 + x 2) ^ 2 / 4) * hed
  constructor
  · intro h
    have h1 := sub_nonneg.mpr (h ![0, 1, -1])
    have h2 := sub_nonneg.mpr (h ![-d, 1, 1])
    rw [key] at h1 h2
    change 0 ≤ e * (0 + d * (1 + -1) / 2) ^ 2 + (e - c) * (1 + -1) ^ 2 / 2 +
      (d + e + c) * (1 - -1) ^ 2 / 2 at h1
    change 0 ≤ e * (-d + d * (1 + 1) / 2) ^ 2 + (e - c) * (1 + 1) ^ 2 / 2 +
      (d + e + c) * (1 - 1) ^ 2 / 2 at h2
    constructor <;> nlinarith
  · rintro ⟨h1, h2⟩ x
    have ha : 0 ≤ d + e + c := by linarith
    have hb : 0 ≤ e - c := by linarith
    rw [← sub_nonneg, key]
    positivity

/-- For the model with `d = 3`, `c = 2`, the value `-1` is a lower bound to the energy. -/
theorem counterexample_lowerBound : IsEnergyLowerBound (model 3 2) (-1) := by
  intro x
  simp [model, dotProduct, Matrix.mulVec, Fin.sum_univ_three]
  nlinarith [sq_nonneg (x 0 + x 1 + x 2), sq_nonneg (x 1 - x 2)]

/-- For the symmetric `H = [[0,1,1],[1,3,-2],[1,-2,3]]`, whose first state has the lowest
diagonal energy, the Epstein-Nesbet second-order energy is `-2/3`, while `(-2,1,1)` is an
eigenvector with the lower eigenvalue `-1`; second order is not a lower bound to the energy. -/
theorem enEnergy_not_lowerBound (H : Matrix (Fin 3) (Fin 3) ℝ)
    (hH : H = !![0, 1, 1; 1, 3, -2; 1, -2, 3]) :
    H.IsSymm ∧ (∀ k, k ≠ 0 → H 0 0 < H k k) ∧ enEnergy H 0 = -2 / 3 ∧
      (![-2, 1, 1] : Fin 3 → ℝ) ≠ 0 ∧ H *ᵥ ![-2, 1, 1] = (-1 : ℝ) • ![-2, 1, 1] ∧
      -1 < enEnergy H 0 ∧ IsEnergyLowerBound H (-1) ∧
      ¬ IsEnergyLowerBound H (enEnergy H 0) := by
  have hm : H = model 3 2 := hH
  subst hm
  have hE : enEnergy (model 3 2) 0 = -2 / 3 := by
    have := enEnergy_model (d := 3) (by norm_num) 2
    linarith
  have hv : (![-2, 1, 1] : Fin 3 → ℝ) ≠ 0 := fun h => by
    simpa using congrFun h 0
  have heig : model 3 2 *ᵥ ![-2, 1, 1] = (-1 : ℝ) • ![-2, 1, 1] := by
    ext i
    fin_cases i <;> simp [model, dotProduct, Matrix.mulVec, Fin.sum_univ_three] <;> norm_num
  have hlt : -1 < enEnergy (model 3 2) 0 := by rw [hE]; norm_num
  refine ⟨?_, ?_, hE, hv, heig, hlt, counterexample_lowerBound,
    fun h => not_lt_of_ge (h.le_eigenvalue hv heig) hlt⟩
  · ext i j
    fin_cases i <;> fin_cases j <;> simp [model]
  · intro k hk
    fin_cases k <;> simp [model] at hk ⊢

end

end EpsteinNesbetBound
```

```lean
#print axioms EpsteinNesbetBound.enEnergy_lowerBound_of_uncoupled
#print axioms EpsteinNesbetBound.model_lowerBound_iff
#print axioms EpsteinNesbetBound.enEnergy_not_lowerBound
```

```
'EpsteinNesbetBound.enEnergy_lowerBound_of_uncoupled' depends on axioms: [propext, Classical.choice, Quot.sound]
'EpsteinNesbetBound.model_lowerBound_iff' depends on axioms: [propext, Classical.choice, Quot.sound]
'EpsteinNesbetBound.enEnergy_not_lowerBound' depends on axioms: [propext, Classical.choice, Quot.sound]
```

`IsEnergyLowerBound.le_eigenvalue` is the division by $\langle x,x\rangle$; it needs no symmetry. `pair_bound` substitutes $h=q(a-b)$ and passes the non-negativity of $(b-a)(z-qy)^2$ to `nlinarith`. In `enEnergy_lowerBound_of_uncoupled` the hypotheses `hs`, `hgap` and `hdiag` are symmetry, positive gaps and the diagonal excited block. There `hrowk` reduces an excited row of $Hx$ to two terms, `hform` is the expanded quadratic form, `hsum` adds up `pair_bound`, and the last line supplies $-SN\ge0$ from `hS` and `hN`. `uncoupled_witness` shows that $H(3,0)$ satisfies all three hypotheses.

`enEnergy_model` states $dE_2=-2$ for $d\ne0$. In `model_lowerBound_iff`, `generalize` replaces `2 / d` by a variable `e` with `hed` recording $de=2$, and `key` is the three-square identity, closed by `linear_combination` with a multiple of `hed`. The forward direction inserts the two test vectors, and the backward direction is `positivity`. `counterexample_lowerBound` hands the two squares to `nlinarith`. `enEnergy_not_lowerBound` lists eight facts about the explicit matrix: symmetry, lowest diagonal element at state $0$, $E_2=-2/3$, the vector is nonzero, the eigenvalue equation, $-1<E_2$, the lower bound $-1$, and the failure of $E_2$. The last follows from `le_eigenvalue` and $-1<E_2$, without using the equivalence for the family.

## A pitfall in the definition

It is tempting to define a lower bound by $E\le\langle x,Hx\rangle$ for all $x$, leaving out the factor $\langle x,x\rangle$ while keeping unnormalised vectors. For the matrix above, $x=\lambda(-2,1,1)$ with real $\lambda$ gives $\langle x,Hx\rangle=-6\lambda^2$, which is unbounded below. No number would then qualify, and the claim that $E_2$ fails would carry no information about perturbation theory. With the factor in place, the conjunct `IsEnergyLowerBound H (-1)` shows that the same matrix does have a lower bound.

## Reach of the theorems

The counter-example refutes the general claim and does not say how often or by how much $E_2$ lies above the ground energy for molecular Hamiltonians. The positive result requires the couplings among excited states to vanish exactly; tolerance for nonzero coupling is established only for the family $H(d,c)$, with unit couplings to the reference and two degenerate excited states. Matrices and vectors are real, the basis is finite and taken as orthonormal through the plain dot product, and arithmetic is exact.

The reference is a single basis state. A multi-determinant variational reference, truncated or stochastic evaluation of the sum, shifted denominators and other partitionings are not treated. `enEnergy` squares $H_{rk}$, which equals $H_{rk}H_{kr}$ for symmetric $H$. A vanishing denominator contributes $0$ in Lean, and the hypotheses `hgap` and `hd`, or the explicit matrix elements in the counter-example, keep the theorems about `enEnergy` away from that case, so nothing is stated about excited states degenerate with the reference.
